# A primitive for the pair-propagator integrand inside a semicircular band

Take a band with the semicircular density of states ρ(x) = 2√(D² − x²)/(πD²), normalised to one, with half-width D > 0. Two particles with opposite momenta and equal band energies x have total energy 2x. When the pair propagator is evaluated at pair energy −2D, twice the lower band edge, and taken with positive sign, its integrand is ρ(x)/(2(x + D)). The lemma states that, at every x strictly between −D and D, the function (√(D² − x²) + D arcsin(x/D))/(πD²) has this integrand as its derivative. It is a pointwise statement about one explicit function, and neither an integral over the band nor an interaction enters it. The attempt differentiates the square root and the arcsine separately by the chain rule, then shows by algebra that the sum has the required form.

Lean 4 with Mathlib refuses this proof:

```lean
import Mathlib

open Real Filter Topology MeasureTheory

namespace KanamoriScreening

noncomputable section

/-- The semicircular density of states of half-width `D`; it vanishes outside the band. -/
def density (D x : ℝ) : ℝ := 2 * √(D ^ 2 - x ^ 2) / (π * D ^ 2)

/-- A primitive of the integrand of the pair propagator. -/
def pairPrimitive (D x : ℝ) : ℝ :=
  (√(D ^ 2 - x ^ 2) + D * arcsin (x / D)) / (π * D ^ 2)

/-- Inside the band, the derivative of the primitive is the integrand of the pair propagator. -/
theorem hasDerivAt_pairPrimitive {D x : ℝ} (hD : 0 < D) (hx : x ∈ Set.Ioo (-D) D) :
    HasDerivAt (pairPrimitive D) (density D x / (2 * (x + D))) x := by
  obtain ⟨hl, hr⟩ := hx
  have hxD : 0 < x + D := by linarith
  have hpos : 0 < D ^ 2 - x ^ 2 := by nlinarith
  have hs : 0 < √(D ^ 2 - x ^ 2) := Real.sqrt_pos.mpr hpos
  have hsq : √(D ^ 2 - x ^ 2) ^ 2 = D ^ 2 - x ^ 2 := Real.sq_sqrt hpos.le
  have h0 : HasDerivAt (fun y : ℝ => D ^ 2 - y ^ 2) (-(2 * x)) x :=
    ((hasDerivAt_pow 2 x).const_sub (D ^ 2)).congr_deriv (by norm_num)
  have h1 := h0.sqrt hpos.ne'
  have hne1 : x / D ≠ -1 := by
    intro h
    rw [div_eq_iff hD.ne'] at h
    linarith
  have hne2 : x / D ≠ 1 := by
    intro h
    rw [div_eq_iff hD.ne'] at h
    linarith
  have h2 : HasDerivAt (fun y : ℝ => arcsin (y / D))
      (1 / √(1 - (x / D) ^ 2) * (1 / D)) x :=
    (Real.hasDerivAt_arcsin hne1 hne2).comp x ((hasDerivAt_id' x).div_const D)
  have hroot : √(1 - (x / D) ^ 2) = √(D ^ 2 - x ^ 2) / D := by
    have e : 1 - (x / D) ^ 2 = (D ^ 2 - x ^ 2) / D ^ 2 := by field_simp
    rw [e, Real.sqrt_div hpos.le, Real.sqrt_sq hD.le]
  rw [hroot] at h2
  -- the two contributions combine to `√((D - x) / (D + x))`
  have alg : ∀ s : ℝ, 0 < s → s ^ 2 = D ^ 2 - x ^ 2 →
      (-(2 * x) / (2 * s) + D * (1 / (s / D) * (1 / D))) / (π * D ^ 2)
        = 2 * s / (π * D ^ 2) / (2 * (x + D)) := by
    intro s hs hsq
    have e1 : -(2 * x) / (2 * s) + D * (1 / (s / D) * (1 / D)) = (D - x) / s := by
      field_simp <;> ring
    have e2 : (D - x) / s = s / (x + D) := by
      rw [div_eq_div_iff hs.ne' hxD.ne']
      linear_combination -hsq
    rw [e1, e2]
    field_simp
  exact ((h1.fun_add (h2.const_mul D)).div_const (π * D ^ 2)).congr_deriv (alg _ hs hsq)

end

end KanamoriScreening
```

The error:

```
Main.lean:37:4: error: Type mismatch
  HasDerivAt.comp x ?m.422 (HasDerivAt.div_const (hasDerivAt_id' x) D)
has type
  HasDerivAt (?m.419 ∘ fun x => x / D) (?m.421 * (1 / D)) x
but is expected to have type
  HasDerivAt (fun y => arcsin (y / D)) (1 / √(1 - (x / D) ^ 2) * (1 / D)) x
```

The repair, with which the file compiles:

```diff
@@ -34,6 +34,9 @@
     linarith
   have h2 : HasDerivAt (fun y : ℝ => arcsin (y / D))
-      (1 / √(1 - (x / D) ^ 2) * (1 / D)) x :=
-    (Real.hasDerivAt_arcsin hne1 hne2).comp x ((hasDerivAt_id' x).div_const D)
+      (1 / √(1 - (x / D) ^ 2) * (1 / D)) x := by
+    have ha := Real.hasDerivAt_arcsin hne1 hne2
+    have hd : HasDerivAt (fun y : ℝ => y / D) (1 / D) x := (hasDerivAt_id' x).div_const D
+    have h := HasDerivAt.comp (h₂ := arcsin) (h := fun y : ℝ => y / D) x ha hd
+    exact h
   have hroot : √(1 - (x / D) ^ 2) = √(D ^ 2 - x ^ 2) / D := by
     have e : 1 - (x / D) ^ 2 = (D ^ 2 - x ^ 2) / D ^ 2 := by field_simp
@@ -46,5 +49,6 @@
     intro s hs hsq
     have e1 : -(2 * x) / (2 * s) + D * (1 / (s / D) * (1 / D)) = (D - x) / s := by
-      field_simp <;> ring
+      field_simp
+      ring
     have e2 : (D - x) / s = s / (x + D) := by
       rw [div_eq_div_iff hs.ne' hxD.ne']
```

Diagnosis. The one error is in the chain rule for `arcsin (y / D)`. The message shows that when Lean compared the types, the outer function and its derivative in `HasDerivAt.comp` were still unknown (`?m.419` and `?m.421`), and the proof about `arcsin` had not yet been used to fix them. Lean therefore had to match an unknown function composed with `fun x => x / D` against `fun y => arcsin (y / D)`, and it did not find the match. The mathematics of the step was sound.

The repair names both functions, `h₂ := arcsin` and `h := fun y : ℝ => y / D`, and supplies their derivatives as `ha` and `hd`. The result `h` is then about a known composition, which is by definition the function in the goal, so `exact h` is accepted.

Putting `field_simp` and `ring` on separate lines is mere tidying, as no message concerns that step.
